# An axial quadrupole potential shifts p_z and the p_x, p_y pair in the ratio 2 to −1

Between the normalized real orbitals $p_x, p_y, p_z$ on the unit sphere, the function $(3\cos^2 t-1)/2$, with $t$ the polar angle, has the matrix $\mathrm{diag}(-1/5,-1/5,2/5)$. To first order, an axial quadrupole potential of non-zero strength therefore shifts $p_z$ by twice as much as $p_x$ and $p_y$, and in the opposite direction.

## A p shell at an axial site

In a spherical potential, without spin–orbit coupling, the three p orbitals are degenerate. At a crystal site with a single rotation axis of threefold or higher order, taken as the z axis, the potential also depends on direction. Its quadrupole part is then proportional to $(3\cos^2t-1)/2$, with $t$ the angle from that axis, and splits the shell unless its strength is zero. Let $\varepsilon$ be the energy from the spherical part and $v$ the strength of the quadrupole part. Within one p shell with a fixed radial function, and without spin–orbit coupling, the levels are then

$$E_x=E_y=\varepsilon-\tfrac{v}{5},\qquad E_z=\varepsilon+\tfrac{2v}{5}.$$

## The statement in Lean

A direction $n=(\sin t\cos\varphi,\ \sin t\sin\varphi,\ \cos t)$ has components $n_0,n_1,n_2$, so the indices 0, 1, 2 stand for $x,y,z$. The polar angle is called `t`, where textbooks often write $\theta$. `sphereIntegral` integrates over $\varphi$ and then over $t$ with weight $\sin t$, and `pOrbital i` is $\sqrt{3/4\pi}\,n_i$. `pMatrix V` holds the surface integrals of orbital times $V$ times orbital.

The name `hamiltonian ε v` denotes the matrix of $\varepsilon+v(3n_2^2-1)/2$; there is no separate kinetic operator. `hamiltonian_eq` gives the levels above for all real $\varepsilon$ and $v$, and `quadrupole_matrix` gives the matrix in the opening sentence. `shift_ratio` states that $p_x$ and $p_y$ stay degenerate and that the quotient of the shifts is $-2$. It assumes $v\neq0$, since both shifts vanish at $v=0$.

The step from here to a crystal is to replace the full Hamiltonian by its block in one p shell with a fixed radial function.

## From the surface integral to the levels

Over a full turn, $\cos^2\varphi$ and $\sin^2\varphi$ integrate to $\pi$, while $\cos\varphi$, $\sin\varphi$ and $\sin\varphi\cos\varphi$ integrate to zero. Hence

$$\int_0^{2\pi} n_in_j\,d\varphi=\mathrm{diag}(\pi\sin^2t,\ \pi\sin^2t,\ 2\pi\cos^2t)_{ij}.$$

A continuous axial potential $g(\cos t)$ doesn't depend on $\varphi$, so its matrix $M$ is diagonal too. With the prefactor $3/4\pi$ and $u=\cos t$,

$$M_{00}=M_{11}=\tfrac34\int_{-1}^1(1-u^2)g(u)\,du,\qquad M_{22}=\tfrac32\int_{-1}^1u^2g(u)\,du.$$

Now put $g(u)=\varepsilon+v(3u^2-1)/2$. The integrals of $1,u^2,u^4$ over $[-1,1]$ are $2,\tfrac23,\tfrac25$, so

$$M_{00}=\tfrac34\left[2\left(\varepsilon-\tfrac v2\right)+\tfrac23(2v-\varepsilon)-\tfrac25\cdot\tfrac{3v}{2}\right]=\varepsilon-\tfrac v5,$$

$$M_{22}=\tfrac32\left[\tfrac23\left(\varepsilon-\tfrac v2\right)+\tfrac25\cdot\tfrac{3v}{2}\right]=\varepsilon+\tfrac{2v}{5}.$$

The shifts are $-v/5$ and $2v/5$. Setting $\varepsilon=1$, $v=0$ gives the overlap matrix, which is the identity; setting $\varepsilon=0$, $v=1$ gives the quadrupole matrix.

For a p orbital along a unit vector $c$, the expectation value of the quadrupole function is

$$-\tfrac15(c_0^2+c_1^2)+\tfrac25c_2^2=\tfrac25\cdot\tfrac{3c_2^2-1}{2}.$$

## The quadrupole term in an LAPW calculation

In the full-potential linearized augmented-plane-wave (LAPW) method, the potential inside an atomic sphere is expanded in spherical harmonics. Its axial quadrupole term is $V_{20}(r)Y_{20}$, with $Y_{20}=\sqrt{5/4\pi}\,(3\cos^2t-1)/2$. For a normalized radial function $R(r)$ of the p channel,

$$v=\sqrt{\tfrac{5}{4\pi}}\int R(r)^2\,V_{20}(r)\,r^2\,dr.$$

With the prefactor $\sqrt{5/4\pi}$ included in $v$ in this way, the angular factors that multiply $v$ within the p shell are $-1/5,-1/5,2/5$. Pairs of different radial functions within the p channel, including those of p local orbitals, have their own radial integrals and the same angular factors.

## The complete file

```lean
import Mathlib

open Real

namespace AxialQuadrupolePShell

noncomputable section

/-- The unit vector with polar angle `t` and azimuth `φ`. -/
def direction (t φ : ℝ) : Fin 3 → ℝ := ![sin t * cos φ, sin t * sin φ, cos t]

/-- The surface integral over the unit sphere, written in polar angle and azimuth. -/
def sphereIntegral (f : (Fin 3 → ℝ) → ℝ) : ℝ :=
  ∫ t in (0 : ℝ)..π, (∫ φ in (0 : ℝ)..(2 * π), f (direction t φ)) * sin t

/-- The real orbitals p_x, p_y, p_z (indices 0, 1, 2) as functions of the direction `n`. -/
def pOrbital (i : Fin 3) (n : Fin 3 → ℝ) : ℝ := Real.sqrt (3 / (4 * π)) * n i

/-- The matrix of an angular potential `V` between the real p orbitals. -/
def pMatrix (V : (Fin 3 → ℝ) → ℝ) : Matrix (Fin 3) (Fin 3) ℝ :=
  Matrix.of fun i j => sphereIntegral fun n => pOrbital i n * V n * pOrbital j n

/-- The axial quadrupole function (3 cos² t - 1) / 2, with cos t the z component of `n`. -/
def quadrupole (n : Fin 3 → ℝ) : ℝ := (3 * n 2 ^ 2 - 1) / 2

/-- The p-shell matrix of a constant `ε` plus an axial quadrupole potential of strength `v`. -/
def hamiltonian (ε v : ℝ) : Matrix (Fin 3) (Fin 3) ℝ :=
  pMatrix fun n => ε + v * quadrupole n

/-- Integrated over the azimuth, the products of two components of the direction vector
form a diagonal matrix. -/
theorem azimuthal_integral (t : ℝ) (i j : Fin 3) :
    ∫ φ in (0 : ℝ)..(2 * π), direction t φ i * direction t φ j =
      Matrix.diagonal ![sin t ^ 2 * π, sin t ^ 2 * π, cos t ^ 2 * (2 * π)] i j := by
  have hc : ∫ φ in (0 : ℝ)..(2 * π), cos φ = 0 := by rw [integral_cos]; simp
  have hs : ∫ φ in (0 : ℝ)..(2 * π), sin φ = 0 := by rw [integral_sin]; simp
  have hcc : ∫ φ in (0 : ℝ)..(2 * π), cos φ ^ 2 = π := by rw [integral_cos_sq]; simp
  have hss : ∫ φ in (0 : ℝ)..(2 * π), sin φ ^ 2 = π := by rw [integral_sin_sq]; simp
  have hsc : ∫ φ in (0 : ℝ)..(2 * π), sin φ * cos φ = 0 := by
    rw [integral_sin_mul_cos₁]; simp
  have h1 : ∫ _φ in (0 : ℝ)..(2 * π), (1 : ℝ) = 2 * π := by simp
  -- factors that depend on the polar angle only are taken out of the integral
  have pull : ∀ (F f : ℝ → ℝ) (c v w : ℝ), (∫ φ in (0 : ℝ)..(2 * π), f φ = v) →
      (∀ φ, F φ = c * f φ) → c * v = w → ∫ φ in (0 : ℝ)..(2 * π), F φ = w := by
    intro F f c v w hv hF hw
    simp only [hF, intervalIntegral.integral_const_mul, hv, hw]
  fin_cases i <;> fin_cases j
  · exact pull (fun φ => sin t * cos φ * (sin t * cos φ)) _ (sin t ^ 2) _ _ hcc
      (fun φ => by ring) (by simp)
  · exact pull (fun φ => sin t * cos φ * (sin t * sin φ)) _ (sin t ^ 2) _ _ hsc
      (fun φ => by ring) (by simp)
  · exact pull (fun φ => sin t * cos φ * cos t) _ (sin t * cos t) _ _ hc
      (fun φ => by ring) (by simp)
  · exact pull (fun φ => sin t * sin φ * (sin t * cos φ)) _ (sin t ^ 2) _ _ hsc
      (fun φ => by ring) (by simp)
  · exact pull (fun φ => sin t * sin φ * (sin t * sin φ)) _ (sin t ^ 2) _ _ hss
      (fun φ => by ring) (by simp)
  · exact pull (fun φ => sin t * sin φ * cos t) _ (sin t * cos t) _ _ hs
      (fun φ => by ring) (by simp)
  · exact pull (fun φ => cos t * (sin t * cos φ)) _ (sin t * cos t) _ _ hc
      (fun φ => by ring) (by simp)
  · exact pull (fun φ => cos t * (sin t * sin φ)) _ (sin t * cos t) _ _ hs
      (fun φ => by ring) (by simp)
  · exact pull (fun _ => cos t * cos t) _ (cos t ^ 2) _ _ h1
      (fun φ => by ring) (by simp [Matrix.diagonal_apply])

/-- For a continuous function of cos t, the polar integral with weight sin t is the plain
integral over u = cos t from -1 to 1. -/
theorem polar_substitution (h : ℝ → ℝ) (hh : Continuous h) :
    ∫ t in (0 : ℝ)..π, h (cos t) * sin t = ∫ u in (-1 : ℝ)..1, h u := by
  have key := intervalIntegral.integral_comp_mul_deriv (a := 0) (b := π) (f := Real.cos)
    (f' := fun t => -Real.sin t) (g := h) (fun t _ => Real.hasDerivAt_cos t)
    Real.continuous_sin.neg.continuousOn hh
  simp only [Function.comp_apply, mul_neg, intervalIntegral.integral_neg, Real.cos_zero,
    Real.cos_pi] at key
  rw [intervalIntegral.integral_symm (-1) 1] at key
  linarith

/-- Every continuous axial potential `g (cos t)` is diagonal in p_x, p_y, p_z, with equal
entries for p_x and p_y. -/
theorem axial_matrix (g : ℝ → ℝ) (hg : Continuous g) :
    pMatrix (fun n => g (n 2)) = Matrix.diagonal
      ![3 / 4 * ∫ u in (-1 : ℝ)..1, (1 - u ^ 2) * g u,
        3 / 4 * ∫ u in (-1 : ℝ)..1, (1 - u ^ 2) * g u,
        3 / 2 * ∫ u in (-1 : ℝ)..1, u ^ 2 * g u] := by
  have hsq : Real.sqrt (3 / (4 * π)) * Real.sqrt (3 / (4 * π)) = 3 / (4 * π) :=
    Real.mul_self_sqrt (by positivity)
  have hπ : 3 / (4 * π) * π = 3 / 4 := by field_simp
  ext i j
  -- the azimuthal integral at fixed polar angle
  have hin : ∀ t : ℝ, ∫ φ in (0 : ℝ)..(2 * π), pOrbital i (direction t φ) *
      g (direction t φ 2) * pOrbital j (direction t φ) = 3 / (4 * π) * g (cos t) *
      Matrix.diagonal ![sin t ^ 2 * π, sin t ^ 2 * π, cos t ^ 2 * (2 * π)] i j := by
    intro t
    rw [← azimuthal_integral t i j, ← intervalIntegral.integral_const_mul]
    refine intervalIntegral.integral_congr (fun φ _ => ?_)
    change Real.sqrt (3 / (4 * π)) * direction t φ i * g (cos t) *
      (Real.sqrt (3 / (4 * π)) * direction t φ j) =
      3 / (4 * π) * g (cos t) * (direction t φ i * direction t φ j)
    linear_combination (g (cos t) * direction t φ i * direction t φ j) * hsq
  -- the two polar integrals
  have hx : ∫ t in (0 : ℝ)..π, 3 / (4 * π) * g (cos t) * (sin t ^ 2 * π) * sin t =
      3 / 4 * ∫ u in (-1 : ℝ)..1, (1 - u ^ 2) * g u := by
    rw [← intervalIntegral.integral_const_mul]
    refine Eq.trans ?_ (polar_substitution (fun u => 3 / 4 * ((1 - u ^ 2) * g u))
      (by fun_prop))
    refine intervalIntegral.integral_congr (fun t _ => ?_)
    change 3 / (4 * π) * g (cos t) * (sin t ^ 2 * π) * sin t =
      3 / 4 * ((1 - cos t ^ 2) * g (cos t)) * sin t
    linear_combination (g (cos t) * sin t ^ 3) * hπ +
      (3 / 4 * g (cos t) * sin t) * Real.sin_sq t
  have hz : ∫ t in (0 : ℝ)..π, 3 / (4 * π) * g (cos t) * (cos t ^ 2 * (2 * π)) * sin t =
      3 / 2 * ∫ u in (-1 : ℝ)..1, u ^ 2 * g u := by
    rw [← intervalIntegral.integral_const_mul]
    refine Eq.trans ?_ (polar_substitution (fun u => 3 / 2 * (u ^ 2 * g u)) (by fun_prop))
    refine intervalIntegral.integral_congr (fun t _ => ?_)
    change 3 / (4 * π) * g (cos t) * (cos t ^ 2 * (2 * π)) * sin t =
      3 / 2 * (cos t ^ 2 * g (cos t)) * sin t
    linear_combination (2 * g (cos t) * cos t ^ 2 * sin t) * hπ
  change (∫ t in (0 : ℝ)..π, (∫ φ in (0 : ℝ)..(2 * π), pOrbital i (direction t φ) *
    g (direction t φ 2) * pOrbital j (direction t φ)) * sin t) = _
  simp only [hin]
  rcases eq_or_ne i j with h | h
  · subst h
    simp only [Matrix.diagonal_apply_eq]
    fin_cases i
    exacts [hx, hx, hz]
  · simp [Matrix.diagonal_apply_ne _ h]

/-- The integral of an even quartic polynomial over the interval from -1 to 1. -/
theorem even_quartic_integral (a b c : ℝ) :
    ∫ u in (-1 : ℝ)..1, (a + b * u ^ 2 + c * u ^ 4) = 2 * a + 2 / 3 * b + 2 / 5 * c := by
  have hd : ∀ u ∈ Set.uIcc (-1 : ℝ) 1, HasDerivAt
      (fun u : ℝ => a * u + b / 3 * u ^ 3 + c / 5 * u ^ 5) (a + b * u ^ 2 + c * u ^ 4) u := by
    intro u _
    have h3 : HasDerivAt (fun x : ℝ => x ^ 3) (3 * u ^ 2) u := by
      simpa using hasDerivAt_pow 3 u
    have h5 : HasDerivAt (fun x : ℝ => x ^ 5) (5 * u ^ 4) u := by
      simpa using hasDerivAt_pow 5 u
    exact ((((hasDerivAt_id' u).const_mul a).fun_add (h3.const_mul (b / 3))).fun_add
      (h5.const_mul (c / 5))).congr_deriv (by ring)
  rw [intervalIntegral.integral_eq_sub_of_hasDerivAt hd
    (Continuous.intervalIntegrable (by fun_prop) _ _)]
  ring

/-- A constant `ε` plus an axial quadrupole potential of strength `v` has the diagonal
p-shell matrix with entries ε - v/5, ε - v/5 and ε + 2v/5. -/
theorem hamiltonian_eq (ε v : ℝ) :
    hamiltonian ε v = Matrix.diagonal ![ε - v / 5, ε - v / 5, ε + 2 * v / 5] := by
  have hA : 3 / 4 * ∫ u in (-1 : ℝ)..1, (1 - u ^ 2) * (ε + v * ((3 * u ^ 2 - 1) / 2)) =
      ε - v / 5 := by
    have e : ∫ u in (-1 : ℝ)..1, (1 - u ^ 2) * (ε + v * ((3 * u ^ 2 - 1) / 2)) =
        ∫ u in (-1 : ℝ)..1, ((ε - v / 2) + (2 * v - ε) * u ^ 2 + (-3 * v / 2) * u ^ 4) := by
      congr 1; ext u; ring
    rw [e, even_quartic_integral]; ring
  have hB : 3 / 2 * ∫ u in (-1 : ℝ)..1, u ^ 2 * (ε + v * ((3 * u ^ 2 - 1) / 2)) =
      ε + 2 * v / 5 := by
    have e : ∫ u in (-1 : ℝ)..1, u ^ 2 * (ε + v * ((3 * u ^ 2 - 1) / 2)) =
        ∫ u in (-1 : ℝ)..1, (0 + (ε - v / 2) * u ^ 2 + (3 * v / 2) * u ^ 4) := by
      congr 1; ext u; ring
    rw [e, even_quartic_integral]; ring
  refine (axial_matrix (fun u => ε + v * ((3 * u ^ 2 - 1) / 2)) (by fun_prop)).trans ?_
  simp only [hA, hB]

/-- The overlap matrix of p_x, p_y, p_z is the identity: the orbitals are orthonormal. -/
theorem overlap_eq_one : pMatrix (fun _ => 1) = 1 := by
  have h := hamiltonian_eq 1 0
  have e : (fun n => 1 + 0 * quadrupole n) = fun _ => (1 : ℝ) := by funext n; ring
  rw [hamiltonian, e] at h
  rw [h]
  ext i j
  fin_cases i <;> fin_cases j <;> norm_num [Matrix.diagonal_apply, Matrix.one_apply]

/-- The matrix of (3 cos² t - 1) / 2 between p_x, p_y, p_z is diagonal with entries
-1/5, -1/5 and 2/5. -/
theorem quadrupole_matrix :
    pMatrix quadrupole = Matrix.diagonal ![-1 / 5, -1 / 5, 2 / 5] := by
  have h := hamiltonian_eq 0 1
  have e : (fun n => 0 + 1 * quadrupole n) = quadrupole := by funext n; ring
  rw [hamiltonian, e] at h
  rw [h]
  norm_num

/-- An axial quadrupole potential of non-zero strength leaves p_x and p_y degenerate, and
shifts p_z and this pair in the ratio 2 to -1. -/
theorem shift_ratio (ε v : ℝ) (hv : v ≠ 0) :
    hamiltonian ε v 0 0 = hamiltonian ε v 1 1 ∧
      (hamiltonian ε v 2 2 - ε) / (hamiltonian ε v 0 0 - ε) = -2 := by
  rw [hamiltonian_eq]
  simp only [Matrix.diagonal_apply_eq]
  refine ⟨rfl, ?_⟩
  change (ε + 2 * v / 5 - ε) / (ε - v / 5 - ε) = -2
  rw [show ε + 2 * v / 5 - ε = -2 * (-v / 5) by ring, show ε - v / 5 - ε = -v / 5 by ring]
  exact mul_div_cancel_right₀ _ (div_ne_zero (neg_ne_zero.mpr hv) (by norm_num))

open Matrix in
/-- For the p orbital with coefficients given by a unit vector `c`, the expectation value of
the quadrupole function is 2/5 of its value in the direction `c`. -/
theorem tilted_orbital (c : Fin 3 → ℝ) (hc : c 0 ^ 2 + c 1 ^ 2 + c 2 ^ 2 = 1) :
    c ⬝ᵥ (pMatrix quadrupole *ᵥ c) = 2 / 5 * quadrupole c := by
  rw [quadrupole_matrix]
  simp only [dotProduct, Matrix.mulVec_diagonal, Fin.sum_univ_three]
  change c 0 * (-1 / 5 * c 0) + c 1 * (-1 / 5 * c 1) + c 2 * (2 / 5 * c 2) =
    2 / 5 * ((3 * c 2 ^ 2 - 1) / 2)
  linear_combination (-1 / 5) * hc

end

end AxialQuadrupolePShell
```

```lean
#print axioms AxialQuadrupolePShell.overlap_eq_one
-- 'AxialQuadrupolePShell.overlap_eq_one' depends on axioms: [propext, Classical.choice, Quot.sound]
#print axioms AxialQuadrupolePShell.shift_ratio
-- 'AxialQuadrupolePShell.shift_ratio' depends on axioms: [propext, Classical.choice, Quot.sound]
#print axioms AxialQuadrupolePShell.tilted_orbital
-- 'AxialQuadrupolePShell.tilted_orbital' depends on axioms: [propext, Classical.choice, Quot.sound]
```

## The proof, lemma by lemma

`azimuthal_integral` checks the nine products of components. Its helper `pull` takes the factors that depend only on $t$ out of the integral.

`polar_substitution` applies the change of variables with $f=\cos$ and $f'=-\sin$; reversing the limits absorbs the minus sign.

`axial_matrix` combines the two. Inside it, `hin` does the azimuthal integral at fixed $t$, and `hx` and `hz` turn the polar integrals into those over $u$, with $\sin^2t=1-\cos^2t$ entering through `linear_combination`. The last lines separate diagonal from off-diagonal entries.

`even_quartic_integral` differentiates an explicit antiderivative and evaluates it at the end points. `hamiltonian_eq` expands the two integrands as polynomials and applies this formula, in `hA` for $p_x,p_y$ and in `hB` for $p_z$.

`overlap_eq_one` and `quadrupole_matrix` are the two special choices of $\varepsilon$ and $v$. `shift_ratio` cancels the non-zero factor $-v/5$, and `tilted_orbital` uses $c_0^2+c_1^2+c_2^2=1$ once.
